# The unitary map from the Dirac to the chiral representation, and its uniqueness up to a phase

Q: A formal statement must first choose what a gamma matrix is: an abstract generator of a Clifford algebra, or a table of numbers. Which one was chosen?

A: The table, organised in blocks. A spinor has an upper and a lower half, each indexed by a finite set $n$, so its index set is the disjoint union `n ⊕ n`. The term `fromBlocks A B C D` is $\begin{pmatrix}A&B\\C&D\end{pmatrix}$ with complex $n\times n$ blocks, and $1$ inside such a matrix is the identity block. The change of basis and its action on a matrix $M$ are
$$U=\frac1{\sqrt2}\begin{pmatrix}1&-1\\1&1\end{pmatrix},\qquad M\mapsto UMU^\dagger,$$
where Lean writes $\dagger$ as `ᴴ`. They are defined for any finite $n$.

```lean
import Mathlib

open Matrix Complex

namespace ChiralRepresentation

noncomputable section

variable {n : Type*} [Fintype n] [DecidableEq n]

/-- Complex matrices made of 2 × 2 blocks, each block indexed by `n`. -/
abbrev Block (n : Type*) := Matrix (n ⊕ n) (n ⊕ n) ℂ

/-- The change of basis `U = (1/√2) [[1, -1], [1, 1]]` with identity blocks. -/
def changeU (n : Type*) [DecidableEq n] : Block n :=
  ((Real.sqrt 2 : ℝ) : ℂ)⁻¹ • fromBlocks 1 (-1) 1 1

/-- Conjugation `M ↦ U M U†`. -/
def toChiral (M : Block n) : Block n := changeU n * M * (changeU n)ᴴ
```

Q: And the gammas?

A: These use $2\times2$ blocks. Lean counts from zero, so $\sigma_0,\sigma_1,\sigma_2$ are $\sigma_x,\sigma_y,\sigma_z$ ($\sigma_0$ is not the identity), and `gammaSpatial k` is $\gamma^{k+1}$ for $k=0,1,2$:
$$\gamma^0_D=\begin{pmatrix}1&0\\0&-1\end{pmatrix},\quad \gamma^0_\chi=\begin{pmatrix}0&1\\1&0\end{pmatrix},\quad \gamma^{k+1}=\begin{pmatrix}0&\sigma_k\\-\sigma_k&0\end{pmatrix}.$$
The subscripts stand for Dirac and chiral. These are the upper-index matrices for signature $(+,-,-,-)$.

```lean
/-- The three Pauli matrices, indexed by 0, 1, 2. -/
def pauli : Fin 3 → Matrix (Fin 2) (Fin 2) ℂ :=
  ![!![0, 1; 1, 0], !![0, -I; I, 0], !![1, 0; 0, -1]]

/-- The Dirac-representation `γ⁰ = diag(1, -1)`. -/
def diracGamma0 : Block (Fin 2) := fromBlocks 1 0 0 (-1)

/-- The chiral-representation `γ⁰ = [[0, 1], [1, 0]]`. -/
def chiralGamma0 : Block (Fin 2) := fromBlocks 0 1 1 0

/-- The spatial gamma matrices `[[0, σ_k], [-σ_k, 0]]`. -/
def gammaSpatial (k : Fin 3) : Block (Fin 2) := fromBlocks 0 (pauli k) (-pauli k) 0
```

Q: If $\gamma^5$ is typed in as well, nothing ties it to the other four.

A: It is not typed in. `gammaFive g0 g` is the product $i\gamma^0\gamma^1\gamma^2\gamma^3$, with $\gamma^0$ and the spatial matrices as arguments. I write $\gamma^5_D$ and $\gamma^5_\chi$ for its values with $\gamma^0_D$ and $\gamma^0_\chi$; their block forms have to be computed.

```lean
/-- The product `γ⁵ = i γ⁰ γ¹ γ² γ³` for a given `γ⁰` and given spatial matrices. -/
def gammaFive (g0 : Block (Fin 2)) (g : Fin 3 → Block (Fin 2)) : Block (Fin 2) :=
  I • (g0 * g 0 * g 1 * g 2)
```

Q: Show me the conjugation as you would do it on paper.

A: The factor $1/\sqrt2$ is real (`hs`), and the adjoint transposes the blocks, so $U^\dagger=\frac1{\sqrt2}\begin{pmatrix}1&1\\-1&1\end{pmatrix}$.

```lean
omit [Fintype n] in
/-- The adjoint of `U` is `(1/√2) [[1, 1], [-1, 1]]`. -/
theorem changeU_adjoint :
    (changeU n)ᴴ = ((Real.sqrt 2 : ℝ) : ℂ)⁻¹ • fromBlocks 1 1 (-1) 1 := by
  have hs : star ((Real.sqrt 2 : ℝ) : ℂ)⁻¹ = ((Real.sqrt 2 : ℝ) : ℂ)⁻¹ := by simp
  rw [changeU, conjTranspose_smul, hs, fromBlocks_conjTranspose]
  simp only [conjTranspose_one, conjTranspose_neg]
```

For $M$ with blocks $A,B,C,D$, multiplying from the left combines rows, $UM=\frac1{\sqrt2}\begin{pmatrix}A-C&B-D\\A+C&B+D\end{pmatrix}$. Multiplying by $U^\dagger$ from the right makes the new first column the difference of the two columns and the second their sum:
$$UMU^\dagger=\frac12\begin{pmatrix}A-B-C+D&A+B-C-D\\A-B+C-D&A+B+C+D\end{pmatrix}.$$
In Lean, `hc` is $(1/\sqrt2)^2=\tfrac12$, `fromBlocks_multiply` does the block products, and `abel` reorders the sums. Two general blocks are never multiplied together, so their size plays no part.

```lean
/-- The blocks of `U M U†` for a general block matrix `M = [[A, B], [C, D]]`. -/
theorem toChiral_fromBlocks (A B C D : Matrix n n ℂ) :
    toChiral (fromBlocks A B C D) = (1 / 2 : ℂ) •
      fromBlocks (A - B - C + D) (A + B - C - D) (A - B + C - D) (A + B + C + D) := by
  have hc : ((Real.sqrt 2 : ℝ) : ℂ)⁻¹ * ((Real.sqrt 2 : ℝ) : ℂ)⁻¹ = 1 / 2 := by
    rw [← mul_inv, ← Complex.ofReal_mul, Real.mul_self_sqrt (by norm_num : (0 : ℝ) ≤ 2)]
    norm_num
  rw [toChiral, changeU_adjoint, changeU]
  simp only [Matrix.smul_mul, Matrix.mul_smul, smul_smul, hc, fromBlocks_multiply,
    Matrix.one_mul, Matrix.mul_one, Matrix.neg_mul, Matrix.mul_neg]
  refine congrArg _ ?_
  rw [fromBlocks_inj]
  refine ⟨?_, ?_, ?_, ?_⟩ <;> abel
```

With $A=D=1$, $B=C=0$ the formula gives $UU^\dagger=1$. For finite square matrices this implies $U^\dagger U=1$, so membership in `unitaryGroup` follows from the one equation. Inserting $U^\dagger U$ between two factors $M,N$ gives $UMNU^\dagger=(UMU^\dagger)(UNU^\dagger)$.

```lean
/-- `U` is unitary, for any block size. -/
theorem changeU_unitary : changeU n ∈ unitaryGroup (n ⊕ n) ℂ := by
  have h : toChiral (1 : Block n) = 1 := by
    rw [← fromBlocks_one, toChiral_fromBlocks, fromBlocks_smul, fromBlocks_inj]
    refine ⟨?_, ?_, ?_, ?_⟩ <;> module
  rw [toChiral, Matrix.mul_one] at h
  exact mem_unitaryGroup_iff.2 h

/-- Conjugation by `U` respects matrix products. -/
theorem toChiral_mul (M N : Block n) : toChiral (M * N) = toChiral M * toChiral N := by
  have h : (changeU n)ᴴ * changeU n = 1 := mem_unitaryGroup_iff'.1 changeU_unitary
  unfold toChiral
  calc changeU n * (M * N) * (changeU n)ᴴ
      = changeU n * M * ((changeU n)ᴴ * changeU n) * N * (changeU n)ᴴ := by
        rw [h]; simp only [Matrix.mul_assoc, Matrix.mul_one]
    _ = _ := by simp only [Matrix.mul_assoc]
```

Q: Now $\gamma^5$ in the Dirac representation.

A: Block multiplication gives $\gamma^0_D\gamma^1=\begin{pmatrix}0&\sigma_0\\\sigma_0&0\end{pmatrix}$ and $\gamma^2\gamma^3=-\mathrm{diag}(\sigma_1\sigma_2,\sigma_1\sigma_2)$. Their product has $-\sigma_0\sigma_1\sigma_2=-i$ in both off-diagonal blocks, and $i\cdot(-i)=1$, so $\gamma^5_D=\begin{pmatrix}0&1\\1&0\end{pmatrix}$. Lean multiplies the blocks and, in place of the Pauli identity, checks the four entries of each block with `fin_cases` and `simp`.

```lean
/-- In the Dirac representation `i γ⁰ γ¹ γ² γ³ = [[0, 1], [1, 0]]`. -/
theorem dirac_gammaFive : gammaFive diracGamma0 gammaSpatial = fromBlocks 0 1 1 0 := by
  have h0 : pauli 0 = !![0, 1; 1, 0] := rfl
  have h1 : pauli 1 = !![0, -I; I, 0] := rfl
  have h2 : pauli 2 = !![1, 0; 0, -1] := rfl
  simp only [gammaFive, diracGamma0, gammaSpatial, fromBlocks_multiply, fromBlocks_smul,
    h0, h1, h2]
  rw [fromBlocks_inj]
  refine ⟨?_, ?_, ?_, ?_⟩ <;> ext i j <;> fin_cases i <;> fin_cases j <;>
    simp
```

Q: What does the main theorem say?

A: Five things. $U$ is unitary. For $\gamma^0_D$, $A=1$ and $D=-1$: the diagonal blocks vanish and the off-diagonal ones are $1$, which is $\gamma^0_\chi$ (`h0`). For $\gamma^{k+1}$, $B=\sigma_k=-C$: the diagonal blocks $\mp\frac12(B+C)$ vanish and $\pm\frac12(B-C)=\pm\sigma_k$ reproduces the matrix (`hk`). For $\gamma^5_D$, $B=C=1$ gives $\mathrm{diag}(-1,1)$ (`h5`). Finally $\gamma^5_\chi=\mathrm{diag}(-1,1)$ too: conjugation passes through the factor $i$ (`hs`) and through the three products, so $U\gamma^5_DU^\dagger=i\gamma^0_\chi\gamma^1\gamma^2\gamma^3$.

```lean
/-- `U` is unitary; `U M U†` sends the Dirac `γ⁰` to `[[0, 1], [1, 0]]`, fixes each `γ^k` and
sends the Dirac `γ⁵` to `diag(-1, 1)`, which is also `i γ⁰ γ¹ γ² γ³` of the chiral matrices. -/
theorem dirac_to_chiral :
    changeU (Fin 2) ∈ unitaryGroup (Fin 2 ⊕ Fin 2) ℂ ∧
    toChiral diracGamma0 = chiralGamma0 ∧
    (∀ k, toChiral (gammaSpatial k) = gammaSpatial k) ∧
    toChiral (gammaFive diracGamma0 gammaSpatial) = fromBlocks (-1) 0 0 1 ∧
    gammaFive chiralGamma0 gammaSpatial = fromBlocks (-1) 0 0 1 := by
  have h0 : toChiral diracGamma0 = chiralGamma0 := by
    rw [diracGamma0, chiralGamma0, toChiral_fromBlocks, fromBlocks_smul, fromBlocks_inj]
    refine ⟨?_, ?_, ?_, ?_⟩ <;> module
  have hk : ∀ k, toChiral (gammaSpatial k) = gammaSpatial k := by
    intro k
    rw [gammaSpatial, toChiral_fromBlocks, fromBlocks_smul, fromBlocks_inj]
    refine ⟨?_, ?_, ?_, ?_⟩ <;> module
  have h5 : toChiral (gammaFive diracGamma0 gammaSpatial) = fromBlocks (-1) 0 0 1 := by
    rw [dirac_gammaFive, toChiral_fromBlocks, fromBlocks_smul, fromBlocks_inj]
    refine ⟨?_, ?_, ?_, ?_⟩ <;> module
  refine ⟨changeU_unitary, h0, hk, h5, ?_⟩
  -- conjugation is linear and multiplicative, so it carries one product to the other
  have hs : ∀ X : Block (Fin 2), toChiral (I • X) = I • toChiral X := by
    intro X
    simp only [toChiral, Matrix.mul_smul, Matrix.smul_mul]
  rw [← h5, gammaFive, gammaFive, hs, toChiral_mul, toChiral_mul, toChiral_mul, h0, hk, hk, hk]
```

Q: Signs are where I would go wrong.

A: The easy mistake is the order of conjugation. With $U^\dagger MU$ one obtains $-\gamma^0_\chi$ from $\gamma^0_D$ and $\mathrm{diag}(1,-1)$ from $\gamma^5_D$, so the upper half of the spinor would carry chirality $+1$ and not $-1$. That is also a chiral representation, in another sign convention, but not the one defined here.

Q: "Chiral" should mean that something decouples. Is that stated?

A: At the level of matrices, for any block size. Let $\Gamma=\begin{pmatrix}0&1\\1&0\end{pmatrix}$, which is $\gamma^5_D$ for $2\times2$ blocks. Then $M\Gamma=\begin{pmatrix}B&A\\D&C\end{pmatrix}$ and $\Gamma M=\begin{pmatrix}C&D\\A&B\end{pmatrix}$ agree exactly when $B=C$ and $A=D$. The off-diagonal blocks of $UMU^\dagger$ are $\frac12(A-D)\pm\frac12(B-C)$. Their difference and sum are $B-C$ and $A-D$, the combinations `h1 - h2` and `h1 + h2`, so both blocks vanish under the same condition.

```lean
/-- A matrix commutes with `[[0, 1], [1, 0]]` exactly when both off-diagonal blocks of
`U M U†` vanish, for any block size. -/
theorem commute_iff_blockDiagonal (M : Block n) :
    M * (fromBlocks 0 1 1 0 : Block n) = (fromBlocks 0 1 1 0 : Block n) * M ↔
      (toChiral M).toBlocks₁₂ = 0 ∧ (toChiral M).toBlocks₂₁ = 0 := by
  obtain ⟨A, B, C, D, rfl⟩ : ∃ A B C D, M = fromBlocks A B C D :=
    ⟨_, _, _, _, (fromBlocks_toBlocks M).symm⟩
  rw [toChiral_fromBlocks, fromBlocks_smul, toBlocks_fromBlocks₁₂, toBlocks_fromBlocks₂₁]
  simp only [fromBlocks_multiply, fromBlocks_inj, Matrix.mul_zero, Matrix.zero_mul,
    Matrix.mul_one, Matrix.one_mul, zero_add, add_zero]
  constructor
  · rintro ⟨h1, h2, -, -⟩
    rw [h1, h2]
    constructor <;> module
  · rintro ⟨h1, h2⟩
    have hB : B = C := by linear_combination (norm := module) h1 - h2
    have hA : A = D := by linear_combination (norm := module) h1 + h2
    exact ⟨hB, hA, hA.symm, hB.symm⟩
```

For a free particle of momentum $\mathbf p$ and mass $m$ (with the reduced Planck constant and the speed of light set to one), the kinetic matrices $\gamma^0_D\gamma^{k+1}$ commute with $\Gamma$, and the Dirac Hamiltonian becomes $\begin{pmatrix}-\boldsymbol\sigma\cdot\mathbf p&m\\m&\boldsymbol\sigma\cdot\mathbf p\end{pmatrix}$, where only the mass couples the two halves.

Q: Could a different unitary matrix carry the four Dirac gammas to the four chiral ones?

A: Only one that differs by a phase. First, a matrix $W$ with blocks $A,B,C,D$ that commutes with the four Dirac gammas is scalar. Commuting with $\gamma^0_D$ gives $-B=B$ and $C=-C$, so $B=C=0$. The upper-right block of the commutation with $\gamma^{k+1}$ gives $A\sigma_k=\sigma_kD$. With entries indexed by $0,1$, the case $k=0$ yields $A_{01}=D_{10}$, $A_{00}=D_{11}$, $A_{11}=D_{00}$; $k=1$ yields $iA_{01}=-iD_{10}$; $k=2$ yields $A_{00}=D_{00}$, $-A_{01}=D_{01}$, $A_{10}=-D_{10}$. These are `x00` to `z10`. From $A_{01}=D_{10}=-A_{01}$ all off-diagonal entries vanish (`a01` uses `I_mul_I` to cancel the $i$), and all diagonal entries equal $A_{00}$.

```lean
/-- A matrix that commutes with the four Dirac gamma matrices is a multiple of the identity. -/
theorem scalar_of_commute (W : Block (Fin 2)) (h0 : W * diracGamma0 = diracGamma0 * W)
    (h : ∀ k, W * gammaSpatial k = gammaSpatial k * W) : ∃ c : ℂ, W = c • 1 := by
  obtain ⟨A, B, C, D, rfl⟩ : ∃ A B C D, W = fromBlocks A B C D :=
    ⟨_, _, _, _, (fromBlocks_toBlocks W).symm⟩
  -- commuting with γ⁰ removes the off-diagonal blocks
  rw [diracGamma0, fromBlocks_multiply, fromBlocks_multiply, fromBlocks_inj] at h0
  have hB' : -B = B := by simpa using h0.2.1
  have hC' : C = -C := by simpa using h0.2.2.1
  have hB : B = 0 := by linear_combination (norm := module) (-1 / 2 : ℂ) • hB'
  have hC : C = 0 := by linear_combination (norm := module) (1 / 2 : ℂ) • hC'
  subst hB hC
  -- commuting with γ^k gives A σ_k = σ_k D
  have hk : ∀ k, A * pauli k = pauli k * D := by
    intro k
    have hh := h k
    rw [gammaSpatial, fromBlocks_multiply, fromBlocks_multiply, fromBlocks_inj] at hh
    simpa using hh.2.1
  have e : ∀ k i j, ∑ l, A i l * pauli k l j = ∑ l, pauli k i l * D l j := by
    intro k i j
    simpa only [Matrix.mul_apply] using congrFun (congrFun (hk k) i) j
  have x00 : A 0 1 = D 1 0 := by simpa [pauli, Fin.sum_univ_two] using e 0 0 0
  have x01 : A 0 0 = D 1 1 := by simpa [pauli, Fin.sum_univ_two] using e 0 0 1
  have x10 : A 1 1 = D 0 0 := by simpa [pauli, Fin.sum_univ_two] using e 0 1 0
  have y00 : A 0 1 * I = -(I * D 1 0) := by simpa [pauli, Fin.sum_univ_two] using e 1 0 0
  have z00 : A 0 0 = D 0 0 := by simpa [pauli, Fin.sum_univ_two] using e 2 0 0
  have z01 : -A 0 1 = D 0 1 := by simpa [pauli, Fin.sum_univ_two] using e 2 0 1
  have z10 : A 1 0 = -D 1 0 := by simpa [pauli, Fin.sum_univ_two] using e 2 1 0
  have a01 : A 0 1 = 0 := by
    linear_combination (-I / 2) * y00 + (1 / 2) * x00 + ((A 0 1 + D 1 0) / 2) * I_mul_I
  have d10 : D 1 0 = 0 := by linear_combination a01 - x00
  have a10 : A 1 0 = 0 := by linear_combination z10 - d10
  have d01 : D 0 1 = 0 := by linear_combination -z01 - a01
  have a11 : A 1 1 = A 0 0 := by linear_combination x10 - z00
  have d00 : D 0 0 = A 0 0 := z00.symm
  have d11 : D 1 1 = A 0 0 := x01.symm
  refine ⟨A 0 0, ?_⟩
  rw [← fromBlocks_one, fromBlocks_smul, fromBlocks_inj]
  refine ⟨?_, (smul_zero _).symm, (smul_zero _).symm, ?_⟩ <;> ext i j <;>
    fin_cases i <;> fin_cases j <;> simp [a01, a10, a11, d00, d01, d10, d11]
```

Now let $V$ be unitary with $V\gamma^0_DV^\dagger=\gamma^0_\chi$ and $V\gamma^{k+1}V^\dagger=\gamma^{k+1}$. For each Dirac gamma $g$ we have $VgV^\dagger=UgU^\dagger$, hence
$$U^\dagger Vg=U^\dagger(VgV^\dagger)V=U^\dagger UgU^\dagger V=gU^\dagger V,$$
which is `key`. So $U^\dagger V=c\,1$ for a complex number $c$, and $V=cU$. Then $VV^\dagger=1$ reads $c\bar c=1$ in the upper-left entry, $(|c|-1)(|c|+1)=0$, and $|c|=1$. By `dirac_to_chiral`, $V=U$ itself meets the hypotheses.

```lean
/-- A unitary `V` whose conjugation sends the Dirac `γ⁰` to the chiral `γ⁰` and fixes each `γ^k`
equals `U` times a number of modulus one. -/
theorem changeU_unique (V : Block (Fin 2)) (hV : V ∈ unitaryGroup (Fin 2 ⊕ Fin 2) ℂ)
    (h0 : V * diracGamma0 * Vᴴ = chiralGamma0)
    (hk : ∀ k, V * gammaSpatial k * Vᴴ = gammaSpatial k) :
    ∃ c : ℂ, ‖c‖ = 1 ∧ V = c • changeU (Fin 2) := by
  obtain ⟨hU, u0, uk, -, -⟩ := dirac_to_chiral
  have hU1 : changeU (Fin 2) * (changeU (Fin 2))ᴴ = 1 := mem_unitaryGroup_iff.1 hU
  have hU2 : (changeU (Fin 2))ᴴ * changeU (Fin 2) = 1 := mem_unitaryGroup_iff'.1 hU
  have hV1 : V * Vᴴ = 1 := mem_unitaryGroup_iff.1 hV
  have hV2 : Vᴴ * V = 1 := mem_unitaryGroup_iff'.1 hV
  -- U† V commutes with every matrix that U and V conjugate alike
  have key : ∀ g, V * g * Vᴴ = toChiral g →
      (changeU (Fin 2))ᴴ * V * g = g * ((changeU (Fin 2))ᴴ * V) := by
    intro g hg
    calc (changeU (Fin 2))ᴴ * V * g = (changeU (Fin 2))ᴴ * (V * g * Vᴴ) * V := by
          simp only [Matrix.mul_assoc, hV2, Matrix.mul_one]
      _ = ((changeU (Fin 2))ᴴ * changeU (Fin 2)) * g * ((changeU (Fin 2))ᴴ * V) := by
          rw [hg, toChiral]; simp only [Matrix.mul_assoc]
      _ = _ := by rw [hU2, Matrix.one_mul]
  obtain ⟨c, hc⟩ := scalar_of_commute _ (key _ (h0.trans u0.symm))
    (fun k => key _ ((hk k).trans (uk k).symm))
  have hVc : V = c • changeU (Fin 2) :=
    calc V = changeU (Fin 2) * ((changeU (Fin 2))ᴴ * V) := by
          rw [← Matrix.mul_assoc, hU1, Matrix.one_mul]
      _ = _ := by rw [hc, Matrix.mul_smul, Matrix.mul_one]
  refine ⟨c, ?_, hVc⟩
  -- unitarity of V fixes the modulus of c
  rw [hVc, conjTranspose_smul, Matrix.smul_mul, Matrix.mul_smul, smul_smul, hU1] at hV1
  have h1 : c * star c = 1 := by
    simpa using congrFun (congrFun hV1 (Sum.inl 0)) (Sum.inl 0)
  have h2 := congrArg norm h1
  rw [norm_mul, norm_star, norm_one] at h2
  have h3 : (‖c‖ - 1) * (‖c‖ + 1) = 0 := by linear_combination h2
  rcases mul_eq_zero.1 h3 with h4 | h4
  · linarith
  · linarith [norm_nonneg c]

end

end ChiralRepresentation
```

```lean
#print axioms ChiralRepresentation.dirac_to_chiral
#print axioms ChiralRepresentation.commute_iff_blockDiagonal
#print axioms ChiralRepresentation.changeU_unique
```

```
'ChiralRepresentation.dirac_to_chiral' depends on axioms: [propext, Classical.choice, Quot.sound]
'ChiralRepresentation.commute_iff_blockDiagonal' depends on axioms: [propext, Classical.choice, Quot.sound]
'ChiralRepresentation.changeU_unique' depends on axioms: [propext, Classical.choice, Quot.sound]
```

Q: Is `hV` doing any work? The conjugation equations look strong enough alone.

A: They are not. Take $V=\mathrm{diag}(\tfrac12,2)\,U$. All four chiral gammas are block off-diagonal, and multiplying by $\mathrm{diag}(\tfrac12,2)$ on both sides scales each off-diagonal block by $\tfrac12\cdot2=1$. So `h0` and `hk` hold, while $V$ is not a multiple of $U$.

Q: What is left out?

A: The anticommutation relations of the gammas are never stated, and there are no fields, derivatives or Lorentz transformations. Pauli's fundamental theorem relates any two four-dimensional sets of gamma matrices; `changeU_unique` concerns this one explicit pair, for which $U$ is written down. The reversed conjugation, the Hamiltonian and the counter-example are my own arithmetic, which Lean has not checked.

Q: Anything in the proofs I could reuse?

A: Split a block equation with `fromBlocks_inj`, then close the four goals with `module`, which treats each block as a vector and compares scalar coefficients. When hypotheses are needed, `linear_combination (norm := module)` adds matrix equations with coefficients, as in `hB` and `hA`, without descending to entries.
